# In mixed canonical form, the central tensor alone fixes expectation values on the central site

## Same state, different trace

If the expectation value of a local operator is read off one tensor of a matrix product state without attention to the rest of the chain, the answer is in general wrong. The tensors are not unique: for any invertible matrix $X$, the product $L\,C_s\,R$ of the left block, the site's own tensor and the right block is unchanged when $L$ becomes $LX^{-1}$ and $C_s$ becomes $XC_s$. The state is the same, but traces such as $\mathrm{tr}(C_s^*C_r)$ can change when $X$ is not unitary. Weighted with the operator's matrix elements and summed, they give the expectation value in a normalised state when the blocks on both sides are isometric, and the mixed canonical form guarantees this.

In a density matrix renormalisation group calculation on a finite open chain, the occupation of an orbital can then be obtained from that orbital's tensor, provided that the canonical centre sits there.

## One site between two blocks

Let $s$ label the states of the central site, and let $a$ and $b$ label the basis states of everything to its left and right. The amplitudes are

$$\psi(a,s,b)=(L\,C_s\,R)_{ab},$$

where $L$ and $R$ may be rectangular. A star on a matrix denotes the conjugate transpose. An operator $O$ on the central site has matrix elements $O_{sr}=\langle s|O|r\rangle$, and

$$\langle\psi,O\psi\rangle=\sum_{a,s,b}\overline{\psi(a,s,b)}\sum_r O_{sr}\,\psi(a,r,b).$$

Put $M_s=LC_sR$. Since $\sum_{a,b}\overline{(M_s)_{ab}}(M_r)_{ab}=\mathrm{tr}(M_s^*M_r)$, cyclicity of the trace gives

$$\langle\psi,O\psi\rangle=\sum_{s,r}O_{sr}\,\mathrm{tr}(R^*C_s^*L^*L\,C_rR)=\sum_{s,r}O_{sr}\,\mathrm{tr}\big(C_s^*(L^*L)\,C_r\,(RR^*)\big).$$

The matrices $L^*L$ and $RR^*$ are the left and right environments. If both are identities, what remains is

$$\langle\psi,O\psi\rangle=\sum_{s,r}O_{sr}\,\mathrm{tr}(C_s^*C_r).$$

## Blocks built from site tensors

In a chain, the left block consists of $n$ sites with matrices $A^{(k)}_s$, where $k=0,\dots,n-1$ counts from the left end. A word $w=(w_0,\dots,w_{n-1})$ of local states selects the product $A_w=A^{(0)}_{w_0}\cdots A^{(n-1)}_{w_{n-1}}$. Suppose each site is left-canonical, $\sum_s A^{(k)*}_sA^{(k)}_s=1$, and let $G_n=\sum_w A_w^*A_w$. The empty product gives $G_0=1$. Splitting off the last letter of a word of length $n+1$ gives

$$G_{n+1}=\sum_s A^{(n)*}_s\,G_n\,A^{(n)}_s,$$

so $G_n=1$ implies $G_{n+1}=1$ when site $n$ is left-canonical too. Using the same tensor on every site is a special case.

The right block has $m$ sites with matrices $B^{(k)}_s$, counted from the right end, and $B_v=B^{(m-1)}_{v_{m-1}}\cdots B^{(0)}_{v_0}$. If $\sum_s B^{(k)}_sB^{(k)*}_s=1$ on each of them, the left-hand result applied to the adjoints $B^{(k)*}_s$ gives $\sum_v B_vB_v^*=1$.

Now stack the word matrices. With $x$ the outermost left bond index, set $L_{(w,x),j}=(A_w)_{xj}$. Then

$$(L^*L)_{ij}=\sum_w\sum_x\overline{(A_w)_{xi}}(A_w)_{xj}=\Big(\sum_wA_w^*A_w\Big)_{ij}=\delta_{ij}.$$

Placing the $B_v$ side by side gives $RR^*=1$ in the same way, so the trace formula holds for the whole chain. The choice $O=1$ gives $\langle\psi,\psi\rangle=\sum_s\mathrm{tr}(C_s^*C_s)$. For a nonzero state, the normalised expectation value is the quotient of the two sums.

## Two sites worked by hand

Take one left site and no right site, keep both outer bonds open as extra indices of dimension two, and let

$$A_0=\tfrac35\begin{pmatrix}0&1\\1&0\end{pmatrix},\quad A_1=\tfrac45\begin{pmatrix}1&0\\0&-1\end{pmatrix},\quad C_0=\begin{pmatrix}1&0\\0&0\end{pmatrix},\quad C_1=\begin{pmatrix}1&0\\0&1\end{pmatrix}.$$

The left site is canonical because $\tfrac{9}{25}+\tfrac{16}{25}=1$. For the Pauli operator $O=\sigma_x$ on the central site, the formula gives $\mathrm{tr}(C_0^*C_1)+\mathrm{tr}(C_1^*C_0)=2$. The squared norm is $1+2=3$, so the normalised value is $2/3$. The explicit sum for $\langle\psi,O\psi\rangle$ over the full state also gives $2$: the words $0$ and $1$ contribute $2\cdot\tfrac{9}{25}$ and $2\cdot\tfrac{16}{25}$.

Now choose $X=\mathrm{diag}(2,1)$, replacing $A_w$ by $A_wX^{-1}$ and $C_s$ by $XC_s$. The state has not changed, but the traces give $8$ for the operator and $4+5=9$ for the norm. Their quotient $8/9$ is wrong, since the left block is no longer isometric.

## The statement in Lean

The main theorem is `chain_expectation`. It says that, for every operator `O` and every family `C` of central matrices, the explicit sum `localExpectation` equals the sum of traces, provided that the first `n` left tensors and the first `m` right tensors are canonical.

- `σ` is the finite set of local states, the same for every site. `A k s` is $A^{(k)}_s$ and `B k s` is $B^{(k)}_s$; `ᴴ` is the conjugate transpose.
- `D k` and `E k` are bond dimensions, which may vary along the chain. The outermost bonds `D 0` and `E 0` stay open as extra indices of the state; dimension one gives the usual open chain.
- `hA` and `hB` are the canonical conditions. They are imposed site by site, and they imply that each block maps orthonormal bond states to orthonormal states of its sites and outer bond.
- `O` need not be Hermitian. The state need not be normalised either, but `localExpectation` is the sum $\langle\psi,O\psi\rangle$, which for such a state must still be divided by the squared norm from `chain_norm` to give the physical expectation value. Either block may be empty.

The canonical conditions are assumed; bringing a given state into this form is a separate task. The theorem treats operators on the central site only, and chains that are not closed into a ring.

```lean
import Mathlib

open Matrix

namespace MatrixProductCanonical

noncomputable section

variable {σ α β μ ν : Type*} [Fintype σ] [Fintype α] [Fintype β] [Fintype μ] [Fintype ν]

/-- The amplitudes `ψ(a,s,b) = (L C_s R)_{ab}` of a state with one central site between
a left block and a right block. -/
def centerState (L : Matrix α μ ℂ) (C : σ → Matrix μ ν ℂ) (R : Matrix ν β ℂ) :
    α → σ → β → ℂ :=
  fun a s b => (L * C s * R) a b

/-- The expectation value `⟨ψ, O ψ⟩` of an operator `O` acting on the central site only. -/
def localExpectation (O : Matrix σ σ ℂ) (ψ : α → σ → β → ℂ) : ℂ :=
  ∑ a, ∑ s, ∑ b, star (ψ a s b) * ∑ r, O s r * ψ a r b

/-- A local expectation value is a sum of traces over pairs of states of the central site. -/
theorem localExpectation_eq_trace (O : Matrix σ σ ℂ) (M : σ → Matrix α β ℂ) :
    localExpectation O (fun a s b => M s a b) =
      ∑ s, ∑ r, O s r * trace ((M s)ᴴ * M r) := by
  unfold localExpectation
  refine Finset.sum_comm.trans ?_
  refine Finset.sum_congr rfl fun s _ => ?_
  simp only [Matrix.trace, Matrix.diag_apply, Matrix.mul_apply, Matrix.conjTranspose_apply,
    Finset.mul_sum]
  -- reorder the sums over the two blocks and the central site
  calc ∑ a, ∑ b, ∑ r, star (M s a b) * (O s r * M r a b)
      = ∑ a, ∑ r, ∑ b, star (M s a b) * (O s r * M r a b) :=
        Finset.sum_congr rfl fun a _ => Finset.sum_comm
    _ = ∑ r, ∑ a, ∑ b, star (M s a b) * (O s r * M r a b) := Finset.sum_comm
    _ = ∑ r, ∑ b, ∑ a, O s r * (star (M s a b) * M r a b) := by
        refine Finset.sum_congr rfl fun r _ => ?_
        refine Finset.sum_comm.trans ?_
        refine Finset.sum_congr rfl fun b _ => Finset.sum_congr rfl fun a _ => ?_
        ring

/-- For arbitrary blocks, the local expectation value contains the left environment `L* L`
and the right environment `R R*`. -/
theorem expectation_environment (O : Matrix σ σ ℂ) (L : Matrix α μ ℂ)
    (C : σ → Matrix μ ν ℂ) (R : Matrix ν β ℂ) :
    localExpectation O (centerState L C R) =
      ∑ s, ∑ r, O s r * trace ((C s)ᴴ * (Lᴴ * L) * C r * (R * Rᴴ)) := by
  refine (localExpectation_eq_trace O fun s => L * C s * R).trans ?_
  refine Finset.sum_congr rfl fun s _ => Finset.sum_congr rfl fun r _ => ?_
  congr 1
  rw [Matrix.conjTranspose_mul, Matrix.conjTranspose_mul, Matrix.mul_assoc,
    Matrix.trace_mul_comm]
  simp only [Matrix.mul_assoc]

/-- If `L* L = 1` and `R R* = 1`, a local expectation value is determined by the
central matrices alone. -/
theorem expectation_center [DecidableEq μ] [DecidableEq ν] (O : Matrix σ σ ℂ)
    (L : Matrix α μ ℂ) (C : σ → Matrix μ ν ℂ) (R : Matrix ν β ℂ)
    (hL : Lᴴ * L = 1) (hR : R * Rᴴ = 1) :
    localExpectation O (centerState L C R) =
      ∑ s, ∑ r, O s r * trace ((C s)ᴴ * C r) := by
  rw [expectation_environment, hL, hR]
  simp only [Matrix.mul_one]

variable {D E : ℕ → ℕ}

/-- The ordered product of the first `n` site matrices selected by a word of local states,
starting at the left end of the chain. -/
def leftWord (A : ∀ k, σ → Matrix (Fin (D k)) (Fin (D (k + 1))) ℂ) :
    ∀ n, (Fin n → σ) → Matrix (Fin (D 0)) (Fin (D n)) ℂ
  | 0, _ => 1
  | n + 1, w => leftWord A n (fun i => w i.castSucc) * A n (w (Fin.last n))

/-- The ordered product of the last `n` site matrices selected by a word of local states,
with sites numbered from the right end of the chain. -/
def rightWord (B : ∀ k, σ → Matrix (Fin (E (k + 1))) (Fin (E k)) ℂ) :
    ∀ n, (Fin n → σ) → Matrix (Fin (E n)) (Fin (E 0)) ℂ
  | 0, _ => 1
  | n + 1, v => B n (v (Fin.last n)) * rightWord B n (fun i => v i.castSucc)

/-- A sum over words of length `n + 1` is a sum over the last letter and the shorter word. -/
theorem sum_word_succ {M : Type*} [AddCommMonoid M] (n : ℕ) (f : (Fin n → σ) → σ → M) :
    ∑ w : Fin (n + 1) → σ, f (fun i => w i.castSucc) (w (Fin.last n)) =
      ∑ s, ∑ w, f w s := by
  let e : (Fin (n + 1) → σ) ≃ σ × (Fin n → σ) :=
    { toFun := fun w => (w (Fin.last n), fun i => w i.castSucc)
      invFun := fun p => Fin.snoc (α := fun _ => σ) p.2 p.1
      left_inv := by
        intro w
        funext i
        induction i using Fin.lastCases <;> simp
      right_inv := by
        rintro ⟨s, w⟩
        simp }
  exact (Fintype.sum_equiv e _ (fun p => f p.2 p.1) fun _ => rfl).trans
    (Fintype.sum_prod_type _)

/-- If the first `n` sites are left-canonical, the sum of `A_w* A_w` over all words of
length `n` is the identity. -/
theorem sum_leftWord (A : ∀ k, σ → Matrix (Fin (D k)) (Fin (D (k + 1))) ℂ) (n : ℕ)
    (hA : ∀ k < n, ∑ s, (A k s)ᴴ * A k s = 1) :
    ∑ w : Fin n → σ, (leftWord A n w)ᴴ * leftWord A n w = 1 := by
  induction n with
  | zero => simp [leftWord]
  | succ n ih =>
    have ih' := ih fun k hk => hA k (by omega)
    calc _ = ∑ s, ∑ w, (leftWord A n w * A n s)ᴴ * (leftWord A n w * A n s) :=
          sum_word_succ n fun w s => (leftWord A n w * A n s)ᴴ * (leftWord A n w * A n s)
      _ = ∑ s, (A n s)ᴴ * (∑ w, (leftWord A n w)ᴴ * leftWord A n w) * A n s := by
          refine Finset.sum_congr rfl fun s _ => ?_
          rw [Matrix.mul_sum, Matrix.sum_mul]
          refine Finset.sum_congr rfl fun w _ => ?_
          simp only [Matrix.conjTranspose_mul, Matrix.mul_assoc]
      _ = 1 := by
          -- the shorter words already sum to the identity
          simp only [ih', Matrix.mul_one]
          exact hA n (by omega)

/-- If the last `n` sites are right-canonical, the sum of `B_v B_v*` over all words of
length `n` is the identity. -/
theorem sum_rightWord (B : ∀ k, σ → Matrix (Fin (E (k + 1))) (Fin (E k)) ℂ) (n : ℕ)
    (hB : ∀ k < n, ∑ s, B k s * (B k s)ᴴ = 1) :
    ∑ v : Fin n → σ, rightWord B n v * (rightWord B n v)ᴴ = 1 := by
  -- reflection of the chain turns right words into adjoints of left words
  have h : ∀ (k : ℕ) (v : Fin k → σ),
      rightWord B k v = (leftWord (fun j s => (B j s)ᴴ) k v)ᴴ := by
    intro k
    induction k with
    | zero => intro v; simp [rightWord, leftWord]
    | succ k ih => intro v; simp [rightWord, leftWord, ih, Matrix.conjTranspose_mul]
  simp only [h, Matrix.conjTranspose_conjTranspose]
  exact sum_leftWord _ n fun k hk => by
    simpa only [Matrix.conjTranspose_conjTranspose] using hB k hk

/-- The amplitudes of a matrix product state with `n` sites to the left and `m` sites to the
right of a central site; the outermost bond indices are kept open. -/
def chainState (A : ∀ k, σ → Matrix (Fin (D k)) (Fin (D (k + 1))) ℂ)
    (B : ∀ k, σ → Matrix (Fin (E (k + 1))) (Fin (E k)) ℂ) (n m : ℕ)
    (C : σ → Matrix (Fin (D n)) (Fin (E m)) ℂ) :
    (Fin n → σ) × Fin (D 0) → σ → (Fin m → σ) × Fin (E 0) → ℂ :=
  fun p s q => (leftWord A n p.1 * C s * rightWord B m q.1) p.2 q.2

/-- In a matrix product state in mixed canonical form, the expectation value of any operator
on the central site is `∑ O_sr tr(C_s* C_r)`. -/
theorem chain_expectation (A : ∀ k, σ → Matrix (Fin (D k)) (Fin (D (k + 1))) ℂ)
    (B : ∀ k, σ → Matrix (Fin (E (k + 1))) (Fin (E k)) ℂ) (n m : ℕ)
    (C : σ → Matrix (Fin (D n)) (Fin (E m)) ℂ) (O : Matrix σ σ ℂ)
    (hA : ∀ k < n, ∑ s, (A k s)ᴴ * A k s = 1)
    (hB : ∀ k < m, ∑ s, B k s * (B k s)ᴴ = 1) :
    localExpectation O (chainState A B n m C) =
      ∑ s, ∑ r, O s r * trace ((C s)ᴴ * C r) := by
  -- stack the word matrices into one left block and one right block
  let L : Matrix ((Fin n → σ) × Fin (D 0)) (Fin (D n)) ℂ :=
    Matrix.of fun p j => leftWord A n p.1 p.2 j
  let R : Matrix (Fin (E m)) ((Fin m → σ) × Fin (E 0)) ℂ :=
    Matrix.of fun i q => rightWord B m q.1 i q.2
  have hL : Lᴴ * L = 1 := by
    refine Eq.trans ?_ (sum_leftWord A n hA)
    ext i j
    simp only [L, Matrix.mul_apply, Matrix.conjTranspose_apply, Matrix.of_apply,
      Matrix.sum_apply, Fintype.sum_prod_type]
  have hR : R * Rᴴ = 1 := by
    refine Eq.trans ?_ (sum_rightWord B m hB)
    ext i j
    simp only [R, Matrix.mul_apply, Matrix.conjTranspose_apply, Matrix.of_apply,
      Matrix.sum_apply, Fintype.sum_prod_type]
  have hψ : chainState A B n m C = centerState L C R := by
    funext p s q
    simp only [chainState, centerState, L, R, Matrix.mul_apply, Matrix.of_apply]
  rw [hψ]
  exact expectation_center O L C R hL hR

/-- The squared norm of a matrix product state in mixed canonical form is
`∑ tr(C_s* C_s)`. -/
theorem chain_norm [DecidableEq σ]
    (A : ∀ k, σ → Matrix (Fin (D k)) (Fin (D (k + 1))) ℂ)
    (B : ∀ k, σ → Matrix (Fin (E (k + 1))) (Fin (E k)) ℂ) (n m : ℕ)
    (C : σ → Matrix (Fin (D n)) (Fin (E m)) ℂ)
    (hA : ∀ k < n, ∑ s, (A k s)ᴴ * A k s = 1)
    (hB : ∀ k < m, ∑ s, B k s * (B k s)ᴴ = 1) :
    ∑ p, ∑ s, ∑ q, star (chainState A B n m C p s q) * chainState A B n m C p s q =
      ∑ s, trace ((C s)ᴴ * C s) := by
  have h := chain_expectation A B n m C 1 hA hB
  simpa only [localExpectation, Matrix.one_apply, ite_mul, one_mul, zero_mul,
    Finset.sum_ite_eq, Finset.mem_univ, if_true] using h

/-- A site tensor with two local states and bond dimension two. -/
def mixedTensor : Fin 2 → Matrix (Fin 2) (Fin 2) ℂ :=
  ![!![0, 3 / 5; 3 / 5, 0], !![4 / 5, 0; 0, -(4 / 5)]]

/-- The tensor `mixedTensor` is both left-canonical and right-canonical. -/
theorem canonical_witness :
    ∑ s, (mixedTensor s)ᴴ * mixedTensor s = 1 ∧
      ∑ s, mixedTensor s * (mixedTensor s)ᴴ = 1 := by

  -- both matrices are Hermitian, so the two conditions coincide
  have hH : ∀ s, (mixedTensor s)ᴴ = mixedTensor s := by
    intro s
    ext i j
    rw [Matrix.conjTranspose_apply]
    fin_cases s <;> fin_cases i <;> fin_cases j <;> simp [mixedTensor]
  have hs : ∑ s, mixedTensor s * mixedTensor s = 1 := by
    ext i j
    simp only [Fin.sum_univ_two, Matrix.add_apply, Matrix.mul_apply]
    fin_cases i <;> fin_cases j <;> simp [mixedTensor] <;> norm_num
  simp only [hH]
  exact ⟨hs, hs⟩

end

end MatrixProductCanonical
```

```lean
#print axioms MatrixProductCanonical.chain_expectation
#print axioms MatrixProductCanonical.chain_norm
```

```
'MatrixProductCanonical.chain_expectation' depends on axioms: [propext, Classical.choice, Quot.sound]
'MatrixProductCanonical.chain_norm' depends on axioms: [propext, Classical.choice, Quot.sound]
```

## How the proof follows the derivation

`localExpectation_eq_trace` turns the explicit sum into traces. Its `calc` block exchanges finite sums until the sum over $r$ stands outside those over $a$ and $b$. `expectation_environment` applies this to $M_s=LC_sR$: `Matrix.conjTranspose_mul` expands the adjoint, and `Matrix.trace_mul_comm` carries $R^*$ around the trace. `expectation_center` then replaces both environments by identities.

`sum_word_succ` justifies splitting off the last letter. It builds a bijection between words of length $n+1$ and pairs of a letter and a shorter word, with `Fin.snoc` appending the letter. `sum_leftWord` is the induction for $G_n$: its `calc` steps split the sum, pull the shorter words into the middle, and use the induction hypothesis followed by the condition on site `n`. `sum_rightWord` first proves that each right word is the adjoint of a left word built from adjoint tensors, and then cites the left-hand result.

`chain_expectation` stacks the words into `L` and `R`, proves `hL` and `hR` from the two word sums, and identifies the chain with a `centerState`. `chain_norm` sets `O` to the identity, whose matrix elements collapse the sum over $r$. Finally, `canonical_witness` checks that `mixedTensor`, the pair $A_0,A_1$ of the numerical instance, satisfies both canonical conditions. These two matrices do not commute, so the order of the factors in a word matters.

## Matrices indexed by words

The passage from one site to a chain uses the fact that Mathlib's matrices may have any finite types as row and column indices. The rows of `L` are indexed by `(Fin n → σ) × Fin (D 0)`, that is, by pairs of a word and an outer bond index. The words need not be numbered by integers, and `expectation_center` applies to this `L` directly because its index type `α` is arbitrary.

The product type also makes the isometry short to prove. An entry of `Lᴴ * L` is one sum over pairs, which `Fintype.sum_prod_type` separates into a sum over words and a sum over the bond index. The inner sum is an entry of $A_w^*A_w$, and the outer sum is the one evaluated by `sum_leftWord`.
